# Full Reweighting Removes Population-Control Bias from the Mean Population of a Finite Markov Chain

Let a finite Markov chain have states $s$ and transition probabilities $P(s,t)$. Each state carries a population vector $X(s)$ and a positive control factor $c(s)$. Suppose that one step propagates the population correctly on average, apart from a division by the control factor:

$$\sum_t P(s,t)\,X(t)=\frac{1}{c(s)}\,G\,X(s),$$

with a fixed real matrix $G$. Then, for every number of steps $n\ge 0$ and every starting state $s_0$,

$$\mathbb E_{s_0}\bigl[c(s_0)\,c(s_1)\cdots c(s_{n-1})\,X(s_n)\bigr]=G^n X(s_0).$$

In a projector Monte Carlo method that controls its population by rescaling, $s$ is the complete configuration of walkers, $X(s)$ lists the walker weight on each basis state, and $G$ is a short-time propagator such as $1-\tau(H-E)$, with Hamiltonian matrix $H$, time step $\tau$ and a fixed energy shift $E$. The factor $c(s)$ is the amount by which the population is scaled down, or up if $c(s)<1$, to keep its size steady. For a simulation with finitely many configurations that obeys the one-step law, the theorem says that multiplying these factors back in recovers, on average, the uncontrolled projection. Control by adjusting the energy shift in $1-\tau(H-E)$ is not covered in general, because a change of shift adds a multiple of the identity to $G$ instead of multiplying $G$ by a number.

## Summing over paths by hand

Write the expectation over $n$ steps as an explicit sum over paths:

$$\mathbb E_{s_0}[F]=\sum_{s_1,\dots,s_n}P(s_0,s_1)\cdots P(s_{n-1},s_n)\,F(s_0,\dots,s_n).$$

Let $A_n(s)$ be the reweighted mean $\mathbb E_{s}[c(s_0)\cdots c(s_{n-1})X(s_n)]$ with $s_0=s$. For $n=0$ the product is empty and the path stays at its start, so $A_0(s)=X(s)$.

Assume $A_n(t)=G^nX(t)$ for every $t$. In a path of $n+1$ steps from $s$, the factor $c(s)$ is common to all terms. Once the first step has led to $t$, what remains is an $n$-step path from $t$. Therefore

$$\begin{aligned}
A_{n+1}(s)&=c(s)\sum_t P(s,t)\,A_n(t)
=c(s)\sum_t P(s,t)\,G^nX(t)\\
&=c(s)\,G^n\sum_t P(s,t)\,X(t)
=c(s)\,G^n\,\frac{1}{c(s)}\,G\,X(s)=G^{n+1}X(s).
\end{aligned}$$

A product of many fluctuating factors can be noisy, which is a reason to reweight only the last $k$ steps. Let $m$ uncorrected steps come first, and set

$$B_m(s)=\mathbb E_s\bigl[c(s_m)\cdots c(s_{m+k-1})\,X(s_{m+k})\bigr].$$

For $m=0$ this is the previous result, $B_0(s)=G^kX(s)$. If $B_m(t)=G^k\,\mathbb E_t[X(s_m)]$ for all $t$, then one more step in front contributes no factor, and

$$B_{m+1}(s)=\sum_tP(s,t)\,B_m(t)=G^k\sum_tP(s,t)\,\mathbb E_t[X(s_m)]=G^k\,\mathbb E_s[X(s_{m+1})].$$

The bias of the first $m$ steps thus survives only in the vector on which $G^k$ acts.

A small chain shows that the bias is real. Put one walker on two sites, with $X(0)=(1,0)$, $X(1)=(0,1)$ and

$$G=\begin{pmatrix}3&1\\1&2\end{pmatrix},\qquad c(0)=4,\quad c(1)=3,\qquad P=\begin{pmatrix}3/4&1/4\\1/3&2/3\end{pmatrix}.$$

Starting from site 0, the unweighted two-step mean is

$$\tfrac34\bigl(\tfrac34,\tfrac14\bigr)+\tfrac14\bigl(\tfrac13,\tfrac23\bigr)=\bigl(\tfrac{31}{48},\tfrac{17}{48}\bigr),$$

whereas $G^2X(0)=(10,5)$. The component ratios are $31/17$ and $2$, so no common factor reconciles them. With the weights restored, the two terms acquire factors $4\cdot4$ and $4\cdot3$, and their sum is $(9,3)+(1,2)=(10,5)$. Unequal control factors are essential to the example: a constant $c$ would change the unweighted mean only by the overall factor $c^{-n}$.

## The chain and its path averages in Lean

```lean
import Mathlib

open Matrix Finset

namespace PopulationControl

noncomputable section
```

The physical assumptions are collected in one structure. `S` is the finite set of walker configurations and `ι` the finite set of basis states.

```lean
/-- A finite Markov chain of walker populations: from state `s` the mean next population is the
propagated population `G X(s)` divided by the positive control factor `c(s)`. -/
structure ControlledChain (S ι : Type*) [Fintype S] [Fintype ι] (G : Matrix ι ι ℝ) where
  /-- transition probabilities -/
  P : S → S → ℝ
  P_nonneg : ∀ s t, 0 ≤ P s t
  P_sum : ∀ s, ∑ t, P s t = 1
  /-- population-control factors -/
  c : S → ℝ
  c_pos : ∀ s, 0 < c s
  /-- population vectors -/
  X : S → ι → ℝ
  step : ∀ s, ∑ t, P s t • X t = (c s)⁻¹ • (G *ᵥ X s)
```

The fields `P_nonneg` and `P_sum` make `P` a stochastic kernel, with the present state as first argument. The field `step` is the one-step law, in which `•` multiplies a vector by a number and `*ᵥ` applies a matrix to a vector. It stands for unbiased branching or spawning followed by a rescaling that is fixed by the state before the step. It is assumed here; for a particular algorithm it has to be verified. Populations are real-valued and may have either sign. Because `S` is finite, a branching process whose walker number has no upper bound does not fit the structure.

```lean
namespace ControlledChain

variable {S ι V : Type*} [Fintype S] [Fintype ι] {G : Matrix ι ι ℝ}
  [AddCommGroup V] [Module ℝ V] (K : ControlledChain S ι G)

/-- The probability of a path, given its first state: the product of its transition
probabilities. -/
def pathProb {n : ℕ} (ω : Fin (n + 1) → S) : ℝ :=
  ∏ i : Fin n, K.P (ω i.castSucc) (ω i.succ)
```

A path of $n$ steps is a function on `Fin (n + 1)`, that is, a list $s_0,\dots,s_n$. The index `i.castSucc` selects $s_i$ and `i.succ` selects $s_{i+1}$, so `pathProb` is the product of the $P(s_i,s_{i+1})$.

```lean
/-- The expectation of a path observable `F` over all `n`-step paths that start in `s`. -/
def expect (n : ℕ) (s : S) (F : (Fin (n + 1) → S) → V) : V :=
  ∑ ω : Fin n → S, K.pathProb (vecCons s ω) • F (vecCons s ω)
```

The sum in `expect` runs over the later states $s_1,\dots,s_n$ only, and `vecCons s ω` puts the fixed start in front. Observables take values in any real vector space `V`, which covers numbers and population vectors alike.

```lean
/-- The full reweighting factor `c(s₀) ⋯ c(sₙ₋₁)` of an `n`-step path. -/
def weight {n : ℕ} (ω : Fin (n + 1) → S) : ℝ :=
  ∏ i : Fin n, K.c (ω i.castSucc)
```

The full weight contains the factors of $s_0,\dots,s_{n-1}$ but not that of the final state, whose control has not yet acted.

```lean
/-- The reweighting factor `c(sₘ) ⋯ c(sₘ₊ₖ₋₁)` of the last `k` steps of a path with
`k + m` steps. -/
def window (k m : ℕ) (ω : Fin (k + m + 1) → S) : ℝ :=
  ∏ j : Fin k, K.c (ω ⟨j.val + m, by have := j.isLt; omega⟩)
```

The window contains the factors of $s_m,\dots,s_{m+k-1}$. The path length is written `k + m` because `k + (m + 1)` then unfolds to `(k + m) + 1`, which suits an induction on `m`.

## Splitting off the first step

```lean
/-- Path probabilities are non-negative. -/
theorem pathProb_nonneg {n : ℕ} (ω : Fin (n + 1) → S) : 0 ≤ K.pathProb ω :=
  Finset.prod_nonneg fun _ _ => K.P_nonneg _ _
```

This lemma and `expect_const` below confirm that `expect` is an average with genuine probabilities. The next lemma is the case of no steps.

```lean
/-- With no steps taken, the expectation is the value on the path that stays at its start. -/
theorem expect_zero (s : S) (F : (Fin 1 → S) → V) :
    K.expect 0 s F = F (fun _ => s) := by
  -- a path without steps consists of its starting state only
  have h : ∀ ω : Fin 0 → S, vecCons s ω = fun _ => s := by
    intro ω
    funext i
    fin_cases i
    rfl
  simp [expect, pathProb]
  exact congrArg F (h _)
```

The Markov property follows. It is the identity that both hand derivations used when they separated the first step from the rest.

```lean
/-- Markov property: an expectation over `n + 1` steps is the average, over the first step, of
expectations over the remaining `n` steps. -/
theorem expect_succ (n : ℕ) (s : S) (F : (Fin (n + 2) → S) → V) :
    K.expect (n + 1) s F =
      ∑ t, K.P s t • K.expect n t (fun ω => F (vecCons s ω)) := by
  -- the first transition factors out of the path probability
  have hP : ∀ ω : Fin (n + 1) → S,
      K.pathProb (vecCons s ω) = K.P s (ω 0) * K.pathProb ω := by
    intro ω
    unfold pathProb
    rw [Fin.prod_univ_succ]
    rfl
  unfold expect
  rw [← (Fin.consEquiv (fun _ : Fin (n + 1) => S)).sum_comp, Fintype.sum_prod_type]
  refine Finset.sum_congr rfl fun t _ => ?_
  rw [Finset.smul_sum]
  refine Finset.sum_congr rfl fun ω _ => ?_
  change K.pathProb (vecCons s (vecCons t ω)) • F (vecCons s (vecCons t ω)) = _
  rw [hP (vecCons t ω), mul_smul]
  rfl
```

The proof turns on `Fin.consEquiv`. This is the bijection between pairs, consisting of a first entry and a remaining list, and lists that are one entry longer. Here it identifies the tails $(s_1,\dots,s_{n+1})$ with pairs of $t=s_1$ and $(s_2,\dots,s_{n+1})$. The lemma `sum_comp` says that a finite sum is unchanged when its index is relabelled by a bijection, and `Fintype.sum_prod_type` writes a sum over pairs as a double sum. After these two steps the outer sum runs over $t$ and the inner one over the continuation, as on the right-hand side. What is left is a comparison term by term, settled by `hP`: the probability of the long path is $P(s,t)$ times that of the path from $t$. Several equalities close by `rfl` because looking up an entry of a list with a new head is a computation.

```lean
/-- A constant factor can be taken out of the expectation. -/
theorem expect_smul (n : ℕ) (s : S) (a : ℝ) (F : (Fin (n + 1) → S) → V) :
    K.expect n s (fun ω => a • F ω) = a • K.expect n s F := by
  unfold expect
  rw [Finset.smul_sum]
  exact Finset.sum_congr rfl fun ω _ => smul_comm _ _ _
```

This lemma takes the common factor $c(s)$ out of the average.

```lean
/-- The expectation of a constant is that constant: path probabilities sum to one. -/
theorem expect_const (n : ℕ) (s : S) (v : V) : K.expect n s (fun _ => v) = v := by
  induction n generalizing s with
  | zero => rw [expect_zero]
  | succ n ih =>
    rw [expect_succ]
    simp only [ih]
    rw [← Finset.sum_smul, K.P_sum, one_smul]
```

For a constant observable, each application of the Markov property leaves $\sum_tP(s,t)=1$.

```lean
/-- A matrix can be applied before or after averaging over one step of the chain. -/
theorem mulVec_average (A : Matrix ι ι ℝ) (s : S) (v : S → ι → ℝ) :
    A *ᵥ (∑ t, K.P s t • v t) = ∑ t, K.P s t • (A *ᵥ v t) := by
  have h := map_sum A.mulVecLin (fun t => K.P s t • v t) Finset.univ
  simpa only [Matrix.mulVecLin_apply, Matrix.mulVec_smul] using h
```

Linearity of $G^n$ enters through `mulVec_average`, which carries a matrix across the average over one step.

## Cancelling the control factors

```lean
variable [DecidableEq ι]

/-- Full reweighting removes population-control bias: the expectation of
`c(s₀) ⋯ c(sₙ₋₁) X(sₙ)` from `s₀ = s` is exactly `Gⁿ X(s)`. -/
theorem reweighted_mean (n : ℕ) (s : S) :
    K.expect n s (fun ω => K.weight ω • K.X (ω (Fin.last n))) = (G ^ n) *ᵥ K.X s := by
  induction n generalizing s with
  | zero =>
    rw [expect_zero]
    simp [weight]
  | succ n ih =>
    -- the first control factor is common to all paths from `s`
    have hF : ∀ ω : Fin (n + 1) → S,
        K.weight (vecCons s ω) • K.X (vecCons s ω (Fin.last (n + 1))) =
          K.c s • (K.weight ω • K.X (ω (Fin.last n))) := by
      intro ω
      have hw : K.weight (vecCons s ω) = K.c s * K.weight ω := by
        unfold weight
        rw [Fin.prod_univ_succ]
        rfl
      rw [hw, mul_smul]
      rfl
    rw [expect_succ]
    simp only [hF, expect_smul, ih]
    calc ∑ t, K.P s t • K.c s • ((G ^ n) *ᵥ K.X t)
        = K.c s • ((G ^ n) *ᵥ ∑ t, K.P s t • K.X t) := by
          rw [mulVec_average, Finset.smul_sum]
          exact Finset.sum_congr rfl fun t _ => smul_comm _ _ _
      -- it cancels the division made by population control
      _ = (G ^ (n + 1)) *ᵥ K.X s := by
          rw [K.step, Matrix.mulVec_smul, smul_smul, mul_inv_cancel₀ (K.c_pos s).ne',
            one_smul, Matrix.mulVec_mulVec, ← pow_succ]
```

In the statement, `Fin.last n` is the final time, so `K.X (ω (Fin.last n))` is $X(s_n)$. The induction is on `n` with the start left free (`generalizing s`), since the hypothesis is needed at every state $t$ that the first step can reach. The fact `hF` separates $c(s)$ from the weight of the remaining path. The first line of the `calc` block moves $c(s)$ and $G^n$ outside the sum over $t$. The second inserts the one-step law and cancels $c(s)\,c(s)^{-1}$. Positivity is used only here, to ensure that $c(s)\neq0$.

The theorem concerns the mean of the reweighted population vector. It gives no bound on the variance, and it does not turn a ratio of two sampled quantities, such as a mixed energy estimator from a finite run, into an unbiased estimate.

A different model would let the control factor depend on the whole transition, with the law $\sum_tP(s,t)\,c(s,t)\,X(t)=G\,X(s)$. That can describe control based on the population actually found after branching, provided that the states before and after the step together determine the factor. The same induction would go through with $c(s,t)$ kept inside the sum over $t$, and no division would occur. The present model is the case in which $c(s,t)$ does not depend on $t$.

## Reweighting only the last steps

```lean
/-- Finite reweighting window: if only the last `k` of `k + m` steps are reweighted, the result is
`Gᵏ` applied to the unweighted mean population after `m` steps. -/
theorem window_mean (k m : ℕ) (s : S) :
    K.expect (k + m) s (fun ω => K.window k m ω • K.X (ω (Fin.last (k + m)))) =
      (G ^ k) *ᵥ K.expect m s (fun ω => K.X (ω (Fin.last m))) := by
  induction m generalizing s with
  | zero =>
    have h0 := K.expect_zero s (fun ω => K.X (ω (Fin.last 0)))
    rw [h0]
    exact K.reweighted_mean k s
  | succ m ih =>
    -- the first step lies outside the window
    calc K.expect (k + (m + 1)) s
          (fun ω => K.window k (m + 1) ω • K.X (ω (Fin.last (k + (m + 1)))))
        = ∑ t, K.P s t • K.expect (k + m) t
            (fun ω => K.window k m ω • K.X (ω (Fin.last (k + m)))) :=
          K.expect_succ (k + m) s
            (fun ω => K.window k (m + 1) ω • K.X (ω (Fin.last (k + (m + 1)))))
      _ = (G ^ k) *ᵥ ∑ t, K.P s t • K.expect m t (fun ω => K.X (ω (Fin.last m))) := by
          simp only [ih, mulVec_average]
      _ = _ := congrArg (fun v => (G ^ k) *ᵥ v)
          (K.expect_succ m s (fun ω => K.X (ω (Fin.last (m + 1))))).symm

end ControlledChain
```

The base case is `reweighted_mean`. In the induction step, `expect_succ` is used twice: first to remove the initial step from the path of `k + (m + 1)` steps, and at the end to put it back into the unweighted mean. In between, `mulVec_average` takes $G^k$ out of the sum over $t$. For $k=0$ the theorem reduces to the unweighted mean, and for $m=0$ to full reweighting.

## Two sites on which the bias is visible

```lean
/-- One walker on two sites, with control factors 4 and 3 that keep the population at one. -/
def twoSite : ControlledChain (Fin 2) (Fin 2) !![3, 1; 1, 2] where
  P := ![![3 / 4, 1 / 4], ![1 / 3, 2 / 3]]
  P_nonneg := by
    intro s t
    fin_cases s <;> fin_cases t <;> norm_num
  P_sum := by
    intro s
    fin_cases s <;> norm_num [Fin.sum_univ_two]
  c := ![4, 3]
  c_pos := by
    intro s
    fin_cases s <;> norm_num
  X := ![![1, 0], ![0, 1]]
  step := by
    intro s
    ext i
    fin_cases s <;> fin_cases i <;>
      norm_num [Fin.sum_univ_two, Matrix.mulVec, dotProduct]
```

Lean checks every field of the two-site chain by arithmetic, including the one-step law for both starting sites. `twoSite` is therefore an actual `ControlledChain` with unequal control factors.

```lean
/-- Without reweighting the bias is real: for the two-site walker started on site 0, no rescaling
of the unweighted two-step mean population gives `G² X`. -/
theorem twoSite_unweighted_biased (a : ℝ) :
    a • twoSite.expect 2 0 (fun ω => twoSite.X (ω (Fin.last 2))) ≠
      (!![3, 1; 1, 2] ^ 2 : Matrix (Fin 2) (Fin 2) ℝ) *ᵥ twoSite.X 0 := by
  have h : twoSite.expect 2 0 (fun ω => twoSite.X (ω (Fin.last 2))) =
      ∑ t, twoSite.P 0 t • ∑ u, twoSite.P t u • twoSite.X u := by
    refine (twoSite.expect_succ 1 0 _).trans (Finset.sum_congr rfl fun t _ => ?_)
    refine congrArg (fun v => twoSite.P 0 t • v)
      ((twoSite.expect_succ 0 t _).trans (Finset.sum_congr rfl fun u _ => ?_))
    rw [ControlledChain.expect_zero]
    rfl
  rw [h]
  intro ha
  -- the two components demand different scale factors
  have h0 := congrFun ha 0
  have h1 := congrFun ha 1
  norm_num [twoSite, Fin.sum_univ_two, pow_two, Matrix.mulVec, dotProduct,
    Matrix.mul_apply] at h0 h1
  linarith

end

end PopulationControl
```

The theorem rules out every real scale factor `a`, so normalising the unweighted mean does not repair its direction. The fact `h` expands the two-step expectation into a double sum by applying the Markov property twice. Reading off the components of the supposed equality gives $\tfrac{31}{48}a=10$ and $\tfrac{17}{48}a=5$, which `linarith` recognises as contradictory.

```lean
#print axioms PopulationControl.ControlledChain.expect_const
#print axioms PopulationControl.ControlledChain.reweighted_mean
#print axioms PopulationControl.ControlledChain.window_mean
#print axioms PopulationControl.twoSite_unweighted_biased
```

```
'PopulationControl.ControlledChain.expect_const' depends on axioms: [propext, Classical.choice, Quot.sound]
'PopulationControl.ControlledChain.reweighted_mean' depends on axioms: [propext, Classical.choice, Quot.sound]
'PopulationControl.ControlledChain.window_mean' depends on axioms: [propext, Classical.choice, Quot.sound]
'PopulationControl.twoSite_unweighted_biased' depends on axioms: [propext, Classical.choice, Quot.sound]
```
